# Two bands with C3 exponents {0,0} at Γ, {0,0} at K and {1,2} at K' stay non-atomic when atomic bands (0,0,0) are added

The bands are described only by their C3 exponents at Γ, K and K', and an atomic band is one induced by a single orbital on a threefold axis. The theorem says that the two-band data with exponents {0,0}, {0,0} and {1,2} at these momenta, together with any number `m` of copies of the atomic band (0,0,0), are never a sum of atomic bands. The attempt supposes that they are such a sum and applies the inequality `atomicSum_inequality` with both exponents 0. Once the multiplicities are evaluated, this should read 4 + 2m ≤ 2 + 2m, which `omega` can refute.

Lean 4 with Mathlib refuses this proof:

```lean
import Mathlib

namespace TwoBandAddNotAtomic

/-- The C3 exponent at momentum `κ (1/3, 1/3)` of the band of an orbital with
on-site exponent `l` on the axis `w`; `κ = 0, 1, 2` are Γ, K, K'. -/
def exponent (l w κ : ZMod 3) : ZMod 3 := l + κ * w

/-- Symmetry data: the multiplicity of each C3 exponent at Γ, K, K' (labelled 0, 1, 2).
Integer entries allow formal differences of bands. -/
abbrev BandData := Fin 3 → ZMod 3 → ℤ

/-- The data of one band with exponents `a`, `b`, `c` at Γ, K, K'. -/
def band (a b c : ZMod 3) : BandData := fun k j =>
  if (if k = 0 then a else if k = 1 then b else c) = j then 1 else 0

/-- The data of the bands induced by single orbitals on the threefold axes. -/
def atoms : Set BandData :=
  {x | ∃ l w, x = band (exponent l w 0) (exponent l w 1) (exponent l w 2)}

/-- The data are a sum of atomic bands. -/
abbrev IsAtomicSum (v : BandData) : Prop := v ∈ AddSubmonoid.closure atoms

/-- The number of bands counted at the momentum `k`. -/
def bandNumber (v : BandData) (k : Fin 3) : ℤ := v k 0 + v k 1 + v k 2

/-- The two-band data with exponents {0,0} at Γ, {0,0} at K and {1,2} at K'. -/
def twoBand : BandData := band 0 0 1 + band 0 0 2

/-- In a sum of atomic bands, the multiplicities of `a` at Γ and `b` at K together
are at most the number of bands plus the multiplicity of `-a-b` at K'. -/
theorem atomicSum_inequality {v : BandData} (hv : IsAtomicSum v) (a b : ZMod 3) :
    v 0 a + v 1 b ≤ bandNumber v 0 + v 2 (-a - b) := by
  unfold IsAtomicSum at hv
  induction hv using AddSubmonoid.closure_induction
  · rename_i x hx
    obtain ⟨l, w, rfl⟩ := hx
    revert l w a b
    decide +kernel
  · simp [bandNumber]
  · rename_i x y hx hy ihx ihy
    simp only [bandNumber, Pi.add_apply] at ihx ihy ⊢
    linarith

/-- The two-band data stay non-atomic when any number `m` of atomic bands
(0,0,0) is added. -/
theorem twoBand_add_not_atomic (m : ℕ) : ¬ IsAtomicSum (twoBand + m • band 0 0 0) := by
  intro h
  have h0 := atomicSum_inequality h 0 0
  simp (decide := true) only [bandNumber, twoBand, band, Pi.add_apply, Pi.smul_apply,
    nsmul_eq_mul, ↓reduceIte] at h0
  omega

end TwoBandAddNotAtomic
```

Lean reports:

```
Main.lean:52:2: error: omega could not prove the goal:
a possible counterexample may satisfy the constraints
  a + b + c - d ≥ 2
where
 a := (↑m * band 0 0 0) 0 1
 b := (↑m * band 0 0 0) 0 2
 c := (↑m * band 0 0 0) 2 (-0 - 0)
 d := (↑m * band 0 0 0) 1 0
Main.lean:50:71: warning: This simp argument is unused:
  Pi.smul_apply

Hint: Omit it from the simp argument list.
  [apply] simp (decide := true) only [bandNumber, twoBand, band, Pi.add_apply, nsmul_eq_mul, ↓reduceIte] at h0

Note: This linter can be disabled with `set_option linter.unusedSimpArgs false`
```

Diagnosis. The `omega` error lists four unevaluated entries of `↑m * band 0 0 0`. `omega` treats them as unknown integers, and the inequality can then hold. Their true values are 0, 0, `m` and `m`, which would contradict it.

They stayed unevaluated because `simp` rewrites the function `m • band 0 0 0` before its application to a momentum and an exponent. There `nsmul_eq_mul` turned it into a product of functions. `Pi.smul_apply` then had no scalar multiple to match, hence the warning that it is unused, and the call had no lemma for evaluating a product of functions at a point.

The repair splits the call. The first `simp only` leaves out `nsmul_eq_mul`, so `Pi.smul_apply` can move the evaluation inside the multiple. The second unfolds `band`, now applied to its arguments, decides the conditions, and uses `nsmul_eq_mul` only on integers. What remains is linear in `m`, and `omega` closes it. The added comment has no effect on the proof.

The repair, with which the file compiles:

```diff
@@ -48,6 +48,7 @@
   intro h
   have h0 := atomicSum_inequality h 0 0
-  simp (decide := true) only [bandNumber, twoBand, band, Pi.add_apply, Pi.smul_apply,
-    nsmul_eq_mul, ↓reduceIte] at h0
+  -- evaluate pointwise first, then count
+  simp only [bandNumber, twoBand, Pi.add_apply, Pi.smul_apply] at h0
+  simp (decide := true) only [band, nsmul_eq_mul, ↓reduceIte] at h0
   omega
 
```
